# Unitaries on Two Spins One-Half That Preserve Product Vectors Are Local, up to a Swap

A product state can be modelled as a ray, as a unit vector or as any vector that factorises. The choice here is the last: for two distinguishable spins one-half, a vector is a complex function ψ on pairs (i, j) with i, j ∈ {0, 1}, where i refers to the first spin and j to the second, and it is a product when ψ(i, j) = u(i) v(j) for some u and v, of any norm. The zero vector therefore counts as a product. For the question whether a unitary W maps products to products this changes nothing, since W is linear and preserves norms.

```lean
import Mathlib

open Matrix
open scoped Kronecker ComplexConjugate

namespace NonEntanglingGates

noncomputable section
```

`prodVec u v` is u ⊗ v.

```lean
/-- The product vector `u ⊗ v` of two spins one-half. -/
def prodVec (u v : Fin 2 → ℂ) : Fin 2 × Fin 2 → ℂ := fun p => u p.1 * v p.2

/-- A two-spin vector is a product vector if it equals `u ⊗ v` for some `u` and `v`. -/
def IsProduct (ψ : Fin 2 × Fin 2 → ℂ) : Prop := ∃ u v, ψ = prodVec u v
```

A gate is a 4×4 matrix W with entries W(p, q), where the row p and the column q are pairs. It is non-entangling if W(u ⊗ v) is a product for every u and v.

```lean
/-- A two-spin matrix is non-entangling if it maps every product vector to a product vector. -/
def NonEntangling (W : Matrix (Fin 2 × Fin 2) (Fin 2 × Fin 2) ℂ) : Prop :=
  ∀ u v, IsProduct (W *ᵥ prodVec u v)
```

The swap S sends |ij⟩ to |ji⟩.

```lean
/-- The swap gate, which exchanges the two spins. -/
def swapGate : Matrix (Fin 2 × Fin 2) (Fin 2 × Fin 2) ℂ :=
  Matrix.of fun p q => if q = (p.2, p.1) then 1 else 0
```

The aim is to show that a unitary W is non-entangling exactly when W = A ⊗ B or W = S(A ⊗ B), with A and B unitary 2×2 matrices. Hence, for an isolated pair of spins without auxiliary spins, every other unitary gate entangles at least one product input.

## (a) A quadratic test for products

Show that the amplitudes of a product vector satisfy ψ₀₀ψ₁₁ = ψ₀₁ψ₁₀.

**Solution.** Both sides equal u₀u₁v₀v₁. Lean substitutes the factors, and `ring` compares the two sides.

```lean
/-- The amplitudes of a product vector satisfy `ψ₀₀ ψ₁₁ = ψ₀₁ ψ₁₀`. -/
theorem IsProduct.minor {ψ : Fin 2 × Fin 2 → ℂ} (h : IsProduct ψ) :
    ψ (0, 0) * ψ (1, 1) = ψ (0, 1) * ψ (1, 0) := by
  obtain ⟨u, v, rfl⟩ := h
  simp only [prodVec]
  ring
```

## (b) Local matrices act on each factor

Show that (A ⊗ B)(u ⊗ v) = Au ⊗ Bv.

**Solution.** The (i, j) amplitude of the left side is a double sum that factorises:

Σₖₗ AᵢₖBⱼₗuₖvₗ = (Σₖ Aᵢₖuₖ)(Σₗ Bⱼₗvₗ).

```lean
/-- A tensor product of matrices acts on each spin separately. -/
theorem kron_mulVec (A B : Matrix (Fin 2) (Fin 2) ℂ) (u v : Fin 2 → ℂ) :
    (A ⊗ₖ B) *ᵥ prodVec u v = prodVec (A *ᵥ u) (B *ᵥ v) := by
  ext ⟨i, j⟩
  simp only [prodVec, Matrix.mulVec, dotProduct, Fintype.sum_prod_type, Fin.sum_univ_two,
    Matrix.kroneckerMap_apply]
  ring
```

## (c) The swap permutes rows

Show that row (i, j) of SM is row (j, i) of M.

**Solution.** Row (i, j) of S has a single 1, in column (j, i), so only that term of the matrix product survives.

```lean
lemma swap_mul_apply (M : Matrix (Fin 2 × Fin 2) (Fin 2 × Fin 2) ℂ) (i j : Fin 2)
    (q : Fin 2 × Fin 2) : (swapGate * M) (i, j) q = M (j, i) q := by
  simp [swapGate, Matrix.mul_apply]
```

## (d) Moving local matrices through the swap

Show that (A ⊗ B)S = S(B ⊗ A).

**Solution.** Apply both sides to |kl⟩:

(A ⊗ B)S|kl⟩ = A|l⟩ ⊗ B|k⟩

S(B ⊗ A)|kl⟩ = S(B|k⟩ ⊗ A|l⟩) = A|l⟩ ⊗ B|k⟩.

Lean does the same comparison entry by entry, for each of the four columns.

```lean
/-- Moving local operations through the swap gate exchanges the spins they act on. -/
theorem kron_mul_swap (A B : Matrix (Fin 2) (Fin 2) ℂ) :
    (A ⊗ₖ B) * swapGate = swapGate * (B ⊗ₖ A) := by
  ext ⟨i, j⟩ ⟨k, l⟩
  rw [swap_mul_apply]
  fin_cases k <;> fin_cases l <;>
    simp [Matrix.mul_apply, Fintype.sum_prod_type, Fin.sum_univ_two, swapGate] <;> ring1
```

## (e) The image of a general product vector

Write out the amplitudes of W((a, b) ⊗ (c, d)).

**Solution.** The input has amplitudes ac, ad, bc, bd on |00⟩, |01⟩, |10⟩, |11⟩. Each output amplitude is the corresponding row of W applied to these four numbers.

```lean
lemma expand (W : Matrix (Fin 2 × Fin 2) (Fin 2 × Fin 2) ℂ) (a b c d : ℂ) (p : Fin 2 × Fin 2) :
    (W *ᵥ prodVec ![a, b] ![c, d]) p = W p (0, 0) * (a * c) + W p (0, 1) * (a * d)
      + W p (1, 0) * (b * c) + W p (1, 1) * (b * d) := by
  simp [Matrix.mulVec, dotProduct, prodVec, Fintype.sum_prod_type, Fin.sum_univ_two, add_assoc]
```

## (f) Orthonormal columns

Write unitarity as a condition on the columns of W.

**Solution.** The (p, q) entry of W†W = 1 reads

Σᵣ W(r, p)* W(r, q) = δ(p, q).

```lean
lemma columns {W : Matrix (Fin 2 × Fin 2) (Fin 2 × Fin 2) ℂ}
    (hW : W ∈ unitaryGroup (Fin 2 × Fin 2) ℂ) (p q : Fin 2 × Fin 2) :
    conj (W (0, 0) p) * W (0, 0) q + conj (W (0, 1) p) * W (0, 1) q
      + conj (W (1, 0) p) * W (1, 0) q + conj (W (1, 1) p) * W (1, 1) q
      = if p = q then 1 else 0 := by
  have h := congrFun (congrFun (mem_unitaryGroup_iff'.mp hW) p) q
  simp only [Matrix.mul_apply, Matrix.star_apply, Fintype.sum_prod_type, Fin.sum_univ_two,
    Matrix.one_apply] at h
  rw [← h]
  simp only [starRingEnd_apply]
  ring
```

## (g) Phase gates are unitary

Show that diag(1, a) is unitary if |a|² = 1.

**Solution.** diag(1, a)† diag(1, a) = diag(1, |a|²) = 1.

```lean
lemma phase_mem {a : ℂ} (h : conj a * a = 1) : !![1, 0; 0, a] ∈ unitaryGroup (Fin 2) ℂ := by
  rw [mem_unitaryGroup_iff']
  ext i j
  fin_cases i <;> fin_cases j <;> simp [Matrix.mul_apply, Fin.sum_univ_two, h]
```

## (h) Completing a unit vector to a unitary

Given |u₀|² + |u₁|² = 1, find a unitary A whose first column is u.

**Solution.** Take (−u₁*, u₀*) as the second column. It has unit norm, and its inner product with u vanishes:

−u₀*u₁* + u₁*u₀* = 0.

```lean
lemma frame (u : Fin 2 → ℂ) (h : conj (u 0) * u 0 + conj (u 1) * u 1 = 1) :
    ∃ A ∈ unitaryGroup (Fin 2) ℂ, ∀ i, A i 0 = u i := by
  refine ⟨!![u 0, -conj (u 1); u 1, conj (u 0)], mem_unitaryGroup_iff'.mpr ?_, ?_⟩
  · ext i j
    fin_cases i <;> fin_cases j <;> simp [Matrix.mul_apply, Fin.sum_univ_two] <;>
      first | linear_combination h | ring1
  · intro i
    fin_cases i <;> simp
```

## (i) Sharing the norm between the factors

Let u ⊗ v have unit norm. Find unitaries A and B such that u ⊗ v is the first column of A ⊗ B.

**Solution.** The factors need not be unit vectors; only the product of their squared norms is known:

‖u‖²‖v‖² = 1.

So r = ‖u‖ is nonzero, and u/r and rv are unit vectors with the same tensor product. Apply (h) to each. In Lean, `k` is 1/r. The first two `linear_combination` steps verify the normalisations, and the last one verifies that the tensor product is unchanged.

```lean
/-- A product vector of unit norm is the first column of `A ⊗ B` for some unitaries `A`, `B`. -/
theorem product_frame (u v : Fin 2 → ℂ)
    (h : (conj (u 0) * u 0 + conj (u 1) * u 1) * (conj (v 0) * v 0 + conj (v 1) * v 1) = 1) :
    ∃ A ∈ unitaryGroup (Fin 2) ℂ, ∃ B ∈ unitaryGroup (Fin 2) ℂ,
      ∀ i j, A i 0 * B j 0 = u i * v j := by
  obtain ⟨s, hs0, hs⟩ : ∃ s : ℝ, 0 ≤ s ∧ conj (u 0) * u 0 + conj (u 1) * u 1 = (s : ℂ) :=
    ⟨Complex.normSq (u 0) + Complex.normSq (u 1),
      add_nonneg (Complex.normSq_nonneg _) (Complex.normSq_nonneg _), by
        rw [Complex.ofReal_add, Complex.normSq_eq_conj_mul_self, Complex.normSq_eq_conj_mul_self]⟩
  rw [hs] at h
  -- rescale the two factors by `1 / r` and `r`, with `r` the norm of `u`
  obtain ⟨r, hr⟩ : ∃ r : ℝ, r * r = s := ⟨√s, Real.mul_self_sqrt hs0⟩
  have hrC : (r : ℂ) * r = s := by exact_mod_cast hr
  have hr0 : (r : ℂ) ≠ 0 := by
    intro h0
    rw [← hrC, h0] at h
    simp at h
  obtain ⟨k, hk⟩ : ∃ k : ℝ, (k : ℂ) * r = 1 :=
    ⟨r⁻¹, by rw [Complex.ofReal_inv]; exact inv_mul_cancel₀ hr0⟩
  obtain ⟨A, hA, hAu⟩ := frame (fun i => (k : ℂ) * u i) (by
    simp only [map_mul, Complex.conj_ofReal]
    linear_combination (k : ℂ) ^ 2 * hs - (k : ℂ) ^ 2 * hrC + ((k : ℂ) * r + 1) * hk)
  obtain ⟨B, hB, hBv⟩ := frame (fun i => (r : ℂ) * v i) (by
    simp only [map_mul, Complex.conj_ofReal]
    linear_combination h + (conj (v 0) * v 0 + conj (v 1) * v 1) * hrC)
  refine ⟨A, hA, B, hB, fun i j => ?_⟩
  rw [hAu, hBv]
  linear_combination u i * v j * hk
```

## (j) Gates that fix |00⟩

Let W be unitary and non-entangling with W|00⟩ = |00⟩. Show that W has one of the two forms.

**Solution.** The other columns are orthogonal to the first, so they have no |00⟩ component:

W|01⟩ = a|01⟩ + b|10⟩ + c|11⟩

W|10⟩ = d|01⟩ + e|10⟩ + f|11⟩

W|11⟩ = g|01⟩ + h|10⟩ + k|11⟩.

Test (a) on W|01⟩ gives ab = 0. The input |0⟩(|0⟩ + |1⟩)/√2 has the image (|00⟩ + a|01⟩ + b|10⟩ + c|11⟩)/√2, so c/2 = ab/2 and c = 0. The mirror-image inputs give de = 0 and f = 0.

If a = 0, normalisation gives |b| = 1. Orthogonality of the second and third columns gives e = 0, hence |d| = 1, and orthogonality to the fourth column gives g = h = 0. The input (|0⟩ + |1⟩)(|0⟩ + |1⟩)/2 now has the image (|00⟩ + d|01⟩ + b|10⟩ + k|11⟩)/2, so k = db and

W = S(diag(1, d) ⊗ diag(1, b)).

If b = 0, the same steps give |a| = |e| = 1, d = g = h = 0, k = ea and

W = diag(1, e) ⊗ diag(1, a).

In Lean, `D` is test (a) for a general input, without the factors 1/√2 and 1/2, which cancel. `rcases` splits ab = 0 into the two cases, and the final `simp` compares all sixteen entries.

```lean
/-- A non-entangling unitary that fixes `|00⟩` is a tensor product of unitaries, possibly
followed by the swap. -/
theorem fixed_case {W : Matrix (Fin 2 × Fin 2) (Fin 2 × Fin 2) ℂ}
    (hW : W ∈ unitaryGroup (Fin 2 × Fin 2) ℂ) (hN : NonEntangling W)
    (h : ∀ p, W p (0, 0) = if p = (0, 0) then 1 else 0) :
    ∃ A ∈ unitaryGroup (Fin 2) ℂ, ∃ B ∈ unitaryGroup (Fin 2) ℂ,
      W = A ⊗ₖ B ∨ W = swapGate * (A ⊗ₖ B) := by
  have O := columns hW
  have h0 : W (0, 0) (0, 0) = 1 := by simp [h]
  have h1 : W (0, 1) (0, 0) = 0 := by simp [h]
  have h2 : W (1, 0) (0, 0) = 0 := by simp [h]
  have h3 : W (1, 1) (0, 0) = 0 := by simp [h]
  have r1 : W (0, 0) (0, 1) = 0 := by simpa [h0, h1, h2, h3] using O (0, 0) (0, 1)
  have r2 : W (0, 0) (1, 0) = 0 := by simpa [h0, h1, h2, h3] using O (0, 0) (1, 0)
  have r3 : W (0, 0) (1, 1) = 0 := by simpa [h0, h1, h2, h3] using O (0, 0) (1, 1)
  -- the product condition for the image of `(a, b) ⊗ (c, d)`
  have D : ∀ a b c d : ℂ, a * c * (W (1, 1) (0, 1) * (a * d) + W (1, 1) (1, 0) * (b * c)
      + W (1, 1) (1, 1) * (b * d)) = (W (0, 1) (0, 1) * (a * d) + W (0, 1) (1, 0) * (b * c)
      + W (0, 1) (1, 1) * (b * d)) * (W (1, 0) (0, 1) * (a * d) + W (1, 0) (1, 0) * (b * c)
      + W (1, 0) (1, 1) * (b * d)) := by
    intro a b c d
    have m := (hN ![a, b] ![c, d]).minor
    simp only [expand, h0, h1, h2, h3, r1, r2, r3] at m
    linear_combination m
  have hab : W (0, 1) (0, 1) * W (1, 0) (0, 1) = 0 := by linear_combination -D 1 0 0 1
  have hc : W (1, 1) (0, 1) = 0 := by linear_combination D 1 0 1 1 + hab
  have hde : W (0, 1) (1, 0) * W (1, 0) (1, 0) = 0 := by linear_combination -D 0 1 1 0
  have hf : W (1, 1) (1, 0) = 0 := by linear_combination D 1 1 1 0 + hde
  have n1 := O (0, 1) (0, 1)
  have n2 := O (1, 0) (1, 0)
  have k := D 1 1 1 1
  rcases mul_eq_zero.mp hab with ha | hb
  · -- `|01⟩` goes to `|10⟩` up to a phase: the spins are exchanged
    have hb : conj (W (1, 0) (0, 1)) * W (1, 0) (0, 1) = 1 := by simpa [r1, ha, hc] using n1
    have b0 : W (1, 0) (0, 1) ≠ 0 := by intro z; simp [z] at hb
    have he : W (1, 0) (1, 0) = 0 := by simpa [r1, ha, hc, b0] using O (0, 1) (1, 0)
    have hd : conj (W (0, 1) (1, 0)) * W (0, 1) (1, 0) = 1 := by simpa [r2, he, hf] using n2
    have d0 : W (0, 1) (1, 0) ≠ 0 := by intro z; simp [z] at hd
    have hh : W (1, 0) (1, 1) = 0 := by simpa [r1, ha, hc, b0] using O (0, 1) (1, 1)
    have hg : W (0, 1) (1, 1) = 0 := by simpa [r2, he, hf, d0] using O (1, 0) (1, 1)
    have hk : W (1, 1) (1, 1) = W (0, 1) (1, 0) * W (1, 0) (0, 1) := by
      simp only [ha, hc, he, hf, hg, hh] at k
      linear_combination k
    refine ⟨_, phase_mem hd, _, phase_mem hb, Or.inr ?_⟩
    ext ⟨i, j⟩ ⟨l, m⟩
    rw [swap_mul_apply]
    revert i j l m
    simp [Fin.forall_fin_two, h0, h1, h2, h3, r1, r2, r3, ha, hc, he, hf, hg, hh, hk]
  · -- `|01⟩` stays in place up to a phase
    have ha : conj (W (0, 1) (0, 1)) * W (0, 1) (0, 1) = 1 := by simpa [r1, hb, hc] using n1
    have a0 : W (0, 1) (0, 1) ≠ 0 := by intro z; simp [z] at ha
    have hd : W (0, 1) (1, 0) = 0 := by simpa [r1, hb, hc, a0] using O (0, 1) (1, 0)
    have he : conj (W (1, 0) (1, 0)) * W (1, 0) (1, 0) = 1 := by simpa [r2, hd, hf] using n2
    have e0 : W (1, 0) (1, 0) ≠ 0 := by intro z; simp [z] at he
    have hg : W (0, 1) (1, 1) = 0 := by simpa [r1, hb, hc, a0] using O (0, 1) (1, 1)
    have hh : W (1, 0) (1, 1) = 0 := by simpa [r2, hd, hf, e0] using O (1, 0) (1, 1)
    have hk : W (1, 1) (1, 1) = W (1, 0) (1, 0) * W (0, 1) (0, 1) := by
      simp only [hb, hc, hd, hf, hg, hh] at k
      linear_combination k
    refine ⟨_, phase_mem he, _, phase_mem ha, Or.inl ?_⟩
    ext ⟨i, j⟩ ⟨l, m⟩
    revert i j l m
    simp [Fin.forall_fin_two, h0, h1, h2, h3, r1, r2, r3, hb, hc, hd, hf, hg, hh, hk]
```

## (k) The classification

Show that a unitary W is non-entangling if and only if W = A ⊗ B or W = S(A ⊗ B) with A and B unitary.

**Solution.** Suppose W is non-entangling. Then W|00⟩ is a unit product vector, and by (i) it is the first column of some A ⊗ B with A and B unitary. Set

V = (A† ⊗ B†)W.

V is unitary, fixes |00⟩, and is non-entangling by (b). By (j), there are unitaries C and E with V = C ⊗ E or V = S(C ⊗ E). In the first case

W = (A ⊗ B)(C ⊗ E) = AC ⊗ BE.

In the second, (d) gives

W = (A ⊗ B)S(C ⊗ E) = S(BC ⊗ AE).

Conversely, A ⊗ B sends u ⊗ v to Au ⊗ Bv, and S(A ⊗ B) sends it to Bv ⊗ Au.

In the Lean proof `star A` is A†, `hcol` reads off the first column of W, and `hWV` restores W from V. The statement concerns matrices and not gates up to a global phase; any such phase is absorbed in A or B.

```lean
/-- A two-spin unitary maps all product vectors to product vectors exactly when it is a tensor
product of one-spin unitaries, or such a tensor product followed by the swap. -/
theorem nonEntangling_iff {W : Matrix (Fin 2 × Fin 2) (Fin 2 × Fin 2) ℂ}
    (hW : W ∈ unitaryGroup (Fin 2 × Fin 2) ℂ) :
    NonEntangling W ↔ ∃ A ∈ unitaryGroup (Fin 2) ℂ, ∃ B ∈ unitaryGroup (Fin 2) ℂ,
      W = A ⊗ₖ B ∨ W = swapGate * (A ⊗ₖ B) := by
  constructor
  · intro hN
    obtain ⟨u, v, huv⟩ := hN ![1, 0] ![1, 0]
    have hcol : ∀ p, W p (0, 0) = u p.1 * v p.2 := by
      intro p
      have e := congrFun huv p
      rw [expand] at e
      simpa [prodVec] using e
    obtain ⟨A, hA, B, hB, hAB⟩ := product_frame u v (by
      have n := columns hW (0, 0) (0, 0)
      simp only [hcol, map_mul, if_true] at n
      linear_combination n)
    have hL : (star A ⊗ₖ star B) * (A ⊗ₖ B) = 1 := by
      rw [← Matrix.mul_kronecker_mul, mem_unitaryGroup_iff'.mp hA,
        mem_unitaryGroup_iff'.mp hB, Matrix.one_kronecker_one]
    have hR : (A ⊗ₖ B) * (star A ⊗ₖ star B) = 1 := mul_eq_one_comm.mp hL
    have hU : star A ⊗ₖ star B ∈ unitaryGroup (Fin 2 × Fin 2) ℂ := by
      rw [mem_unitaryGroup_iff', star_eq_conjTranspose (star A ⊗ₖ star B),
        Matrix.conjTranspose_kronecker, ← star_eq_conjTranspose, ← star_eq_conjTranspose,
        star_star, star_star, hR]
    -- undo the local unitaries, so that `|00⟩` is fixed
    obtain ⟨C, hC, E, hE, hV⟩ := fixed_case (mul_mem hU hW) (by
      intro x y
      obtain ⟨x', y', hxy⟩ := hN x y
      exact ⟨_, _, by rw [← Matrix.mulVec_mulVec, hxy, kron_mulVec]⟩) (by
      intro p
      have hc : ∀ q, W q (0, 0) = (A ⊗ₖ B) q (0, 0) := fun q => by
        rw [hcol, ← hAB, Matrix.kroneckerMap_apply]
      have e : ((star A ⊗ₖ star B) * W) p (0, 0)
          = ((star A ⊗ₖ star B) * (A ⊗ₖ B)) p (0, 0) := by
        rw [Matrix.mul_apply, Matrix.mul_apply]
        exact Finset.sum_congr rfl fun q _ => by rw [hc q]
      rw [e, hL, Matrix.one_apply])
    have hWV : W = (A ⊗ₖ B) * ((star A ⊗ₖ star B) * W) := by
      rw [← mul_assoc, hR, one_mul]
    rcases hV with hV | hV
    · refine ⟨A * C, mul_mem hA hC, B * E, mul_mem hB hE, Or.inl ?_⟩
      rw [hWV, hV, Matrix.mul_kronecker_mul]
    · refine ⟨B * C, mul_mem hB hC, A * E, mul_mem hA hE, Or.inr ?_⟩
      rw [hWV, hV, ← mul_assoc, kron_mul_swap, mul_assoc, Matrix.mul_kronecker_mul]
  · rintro ⟨A, -, B, -, rfl | rfl⟩ u v
    · exact ⟨_, _, kron_mulVec A B u v⟩
    · refine ⟨B *ᵥ v, A *ᵥ u, ?_⟩
      rw [← Matrix.mulVec_mulVec, kron_mulVec]
      ext ⟨i, j⟩
      simp [swapGate, Matrix.mulVec, dotProduct, prodVec, mul_comm]
```

**A numerical instance.** Let G = diag(1, i, −1, x) with |x| = 1, in the order |00⟩, |01⟩, |10⟩, |11⟩. Acting on (|0⟩ + |1⟩)(|0⟩ + |1⟩)/2, it gives the amplitudes ½, i/2, −½, x/2. Test (a) demands x/4 = −i/4, so x = −i, and then G = diag(1, −1) ⊗ diag(1, i) is local. With x = i the two sides are i/4 and −i/4, and the output is entangled.

## (l) A non-unitary exception

Show that the classification fails for general matrices, even if A and B may be any 2×2 matrices. Use

F = |00⟩(⟨00| + ⟨11|).

Up to a factor √2, F projects onto the Bell state (|00⟩ + |11⟩)/√2 and resets the pair to |00⟩, as in a measurement where only one outcome is kept.

```lean
/-- The non-unitary matrix `|00⟩(⟨00| + ⟨11|)`. -/
def funnel : Matrix (Fin 2 × Fin 2) (Fin 2 × Fin 2) ℂ :=
  Matrix.of fun p q => if p = (0, 0) ∧ q.1 = q.2 then 1 else 0
```

**Solution.** F(u ⊗ v) = (u₀v₀ + u₁v₁)|00⟩ is always a product; when the coefficient vanishes, it is the zero vector, which the definition admits. If F = A ⊗ B, the row (0, 0) gives

A₀₀B₀₀ = 1, A₀₁B₀₁ = 1, A₀₀B₀₁ = 0.

The last equation makes A₀₀ or B₀₁ zero, which contradicts one of the first two. The swap leaves the row (0, 0) in place, so F = S(A ⊗ B) fails in the same way. In Lean, `a`, `b` and `c` are these three equations.

```lean
/-- The matrix `|00⟩(⟨00| + ⟨11|)` maps product vectors to product vectors, yet it is neither a
tensor product of one-spin matrices nor such a product followed by the swap. -/
theorem funnel_nonEntangling_not_local : NonEntangling funnel ∧
    ¬ ∃ A B : Matrix (Fin 2) (Fin 2) ℂ, funnel = A ⊗ₖ B ∨ funnel = swapGate * (A ⊗ₖ B) := by
  constructor
  · intro u v
    refine ⟨![u 0 * v 0 + u 1 * v 1, 0], ![1, 0], ?_⟩
    ext ⟨i, j⟩
    fin_cases i <;> fin_cases j <;>
      simp [funnel, Matrix.mulVec, dotProduct, prodVec, Fintype.sum_prod_type, Fin.sum_univ_two]
  · rintro ⟨A, B, h | h⟩ <;>
    · have a := congrFun (congrFun h (0, 0)) (0, 0)
      have b := congrFun (congrFun h (0, 0)) (1, 1)
      have c := congrFun (congrFun h (0, 0)) (0, 1)
      simp [funnel, swap_mul_apply] at a b c
      rcases c with c | c <;> simp [c] at a b

end

end NonEntanglingGates
```

```lean
#print axioms NonEntanglingGates.nonEntangling_iff
#print axioms NonEntanglingGates.funnel_nonEntangling_not_local
```

```
'NonEntanglingGates.nonEntangling_iff' depends on axioms: [propext, Classical.choice, Quot.sound]
'NonEntanglingGates.funnel_nonEntangling_not_local' depends on axioms: [propext, Classical.choice, Quot.sound]
```
